# The 12-6-4 pair potential with positive coefficients has one critical distance, a global minimum inside the 12-6 distance

Q: Show me numbers before any code. Why should an r⁻⁴ attraction leave a single well and pull it inward?

A: Write V(r) = A/r¹² − B/r⁶ − C/r⁴ for the energy at separation r > 0, and take A = 2, B = 2, C = 3. Then

V′(r) = 12(r⁸ + r⁶ − 2)/r¹³.

The bracket increases with r and vanishes at r = 1, where V = −3. Without the r⁻⁴ term the numerator is 12(r⁶ − 2), with root 2^(1/6) ≈ 1.12. The added r⁸ term lifts the numerator, so it reaches zero earlier.

Q: What do the constants stand for?

A: A models short-range repulsion and B dispersion. C is the attraction of an ion to the dipole it induces: a charge q gives a field q/r², and a partner of polarisability α gains −αq²/(2r⁴) in Gaussian units. In Lean all three are real parameters, and none is derived.

```lean
import Mathlib

open Set

namespace IonPairPotential

noncomputable section

/-- The 12-6-4 pair potential: repulsion `A/r¹²`, dispersion `-B/r⁶` and
ion-induced-dipole attraction `-C/r⁴`. -/
def V (A B C r : ℝ) : ℝ := A / r ^ 12 - B / r ^ 6 - C / r ^ 4
```

Q: Your `V` accepts any real r. That is not a distance.

A: The main theorem quantifies over `0 < r`. This is needed, since V is even and the mirror image of a critical point is critical too. Differentiating term by term for r ≠ 0,

V′(r) = −12A/r¹³ + 6B/r⁷ + 4C/r⁵ = g(r)/r¹³,

g(r) = 4C r⁸ + 6B r⁶ − 12A.

The polynomial g is `slopePoly`. For C = 0 it vanishes at R = (2A/B)^(1/6), which is `rLJ`. With Lennard-Jones parameters, well depth ε and zero crossing σ, A = 4εσ¹² and B = 4εσ⁶ give R = 2^(1/6) σ. In Lean R enters as a defined number, and no theorem there identifies it as the 12-6 minimum.

```lean
/-- The polynomial `4C r⁸ + 6B r⁶ - 12A`, numerator of the slope of the potential. -/
def slopePoly (A B C r : ℝ) : ℝ := 4 * C * r ^ 8 + 6 * B * r ^ 6 - 12 * A

/-- The 12-6 distance `(2A/B)^(1/6)`. -/
def rLJ (A B : ℝ) : ℝ := (2 * A / B) ^ ((1 : ℝ) / 6)
```

Q: How is zero force expressed?

A: As `HasDerivAt (V A B C) 0 r`: V is differentiable at r with slope zero. `hasDerivAt_V` applies the quotient rule to each K/xⁿ and collects the terms over r¹³. `critical_iff` then uses uniqueness of the derivative and r¹³ ≠ 0, so critical points are the roots of g.

```lean
/-- Away from the origin the slope of the potential is `(4C r⁸ + 6B r⁶ - 12A)/r¹³`. -/
theorem hasDerivAt_V (A B C : ℝ) {r : ℝ} (hr : r ≠ 0) :
    HasDerivAt (V A B C) (slopePoly A B C r / r ^ 13) r := by
  have h : ∀ (K : ℝ) (n : ℕ), HasDerivAt (fun x : ℝ => K / x ^ n)
      ((0 * r ^ n - K * ((n : ℝ) * r ^ (n - 1))) / (r ^ n) ^ 2) r := fun K n =>
    (hasDerivAt_const r K).fun_div (hasDerivAt_pow n r) (pow_ne_zero n hr)
  have h2 := ((h A 12).fun_sub (h B 6)).fun_sub (h C 4)
  refine HasDerivAt.congr_deriv h2 ?_
  norm_num [slopePoly]
  field_simp
  ring

/-- A nonzero distance is a critical point of the potential exactly when it is a root of
the slope polynomial. -/
theorem critical_iff (A B C : ℝ) {r : ℝ} (hr : r ≠ 0) :
    HasDerivAt (V A B C) 0 r ↔ slopePoly A B C r = 0 := by
  have h := hasDerivAt_V A B C hr
  constructor
  · intro h0
    exact (div_eq_zero_iff.1 (h.unique h0)).resolve_right (pow_ne_zero 13 hr)
  · intro h0
    rwa [h0, zero_div] at h
```

Q: A polynomial of degree eight could have several positive roots.

A: Not this one. For 0 ≤ x < y we have x⁶ < y⁶ and x⁸ ≤ y⁸, so B > 0 and C ≥ 0 give g(x) < g(y). Hence there is at most one root. For existence, g(0) = −12A < 0, while B R⁶ = 2A (`hB6`) cancels two terms and leaves

g(R) = 4C R⁸ > 0.

`intermediate_value_Ioo` places a root r₀ in the open interval (0, R).

```lean
/-- For `B > 0` and `C ≥ 0` the slope polynomial is strictly increasing on `r ≥ 0`. -/
theorem slopePoly_strictMonoOn (A : ℝ) {B C : ℝ} (hB : 0 < B) (hC : 0 ≤ C) :
    StrictMonoOn (slopePoly A B C) (Ici 0) := by
  intro x hx y _ hxy
  have hx0 : (0 : ℝ) ≤ x := hx
  have h6 : x ^ 6 < y ^ 6 := pow_lt_pow_left₀ hxy hx0 (by norm_num)
  have h8 : x ^ 8 ≤ y ^ 8 := pow_le_pow_left₀ hx0 hxy.le 8
  unfold slopePoly
  nlinarith [mul_pos hB (sub_pos.2 h6), mul_nonneg hC (sub_nonneg.2 h8)]

/-- For `A, B, C > 0` the slope polynomial has a root strictly between zero and the
12-6 distance. -/
theorem exists_root {A B C : ℝ} (hA : 0 < A) (hB : 0 < B) (hC : 0 < C) :
    ∃ r₀ ∈ Ioo 0 (rLJ A B), slopePoly A B C r₀ = 0 := by
  have hq : 0 < 2 * A / B := by positivity
  have hpos : 0 < rLJ A B := Real.rpow_pos_of_pos hq _
  have h6 : rLJ A B ^ 6 = 2 * A / B := by
    unfold rLJ
    rw [← Real.rpow_natCast, ← Real.rpow_mul hq.le]
    norm_num
  have hB6 : B * rLJ A B ^ 6 = 2 * A := by
    rw [h6]
    field_simp
  -- negative at the origin
  have h0 : slopePoly A B C 0 < 0 := by
    have : slopePoly A B C 0 = -(12 * A) := by
      unfold slopePoly
      ring
    linarith
  -- at the 12-6 distance only the r⁻⁴ contribution survives, and it is positive
  have h1 : 0 < slopePoly A B C (rLJ A B) := by
    have h8 : 0 < C * rLJ A B ^ 8 := by positivity
    unfold slopePoly
    nlinarith
  have hcont : Continuous (slopePoly A B C) := by
    show Continuous fun r : ℝ => 4 * C * r ^ 8 + 6 * B * r ^ 6 - 12 * A
    fun_prop
  obtain ⟨r₀, hr₀, hz⟩ := intermediate_value_Ioo hpos.le hcont.continuousOn
    (show (0 : ℝ) ∈ Ioo (slopePoly A B C 0) (slopePoly A B C (rLJ A B)) from ⟨h0, h1⟩)
  exact ⟨r₀, hr₀, hz⟩
```

Q: A vanishing slope is not yet a minimum, let alone a global one.

A: An identity settles it. At a root, A = B r₀⁶/2 + C r₀⁸/3. With x = r₀/r,

V(r) = (B/r₀⁶)(x¹²/2 − x⁶) + (C/r₀⁴)(x¹²/3 − x⁴).

Setting x = 1 gives

V(r₀) = −B/(2r₀⁶) − 2C/(3r₀⁴),

which is −1 − 2 = −3 in the example. Subtract, and use x¹² − 2x⁶ + 1 = (x⁶ − 1)² and x¹² − 3x⁴ + 2 = (x⁴ − 1)²(x⁴ + 2):

V(r) − V(r₀) = B/(2r₀⁶) (x⁶ − 1)² + C/(3r₀⁴) (x⁴ − 1)²(x⁴ + 2).

Both lemmas substitute `hA` for A and clear denominators. Neither assumes signs of A, B or C.

```lean
/-- The energy relative to a critical point `r₀`, written with `x = r₀/r`, is
`B/(2r₀⁶) (x⁶ - 1)² + C/(3r₀⁴) (x⁴ - 1)² (x⁴ + 2)`. -/
theorem V_sub_critical {A B C r₀ r : ℝ} (hr₀ : r₀ ≠ 0) (hr : r ≠ 0)
    (h : HasDerivAt (V A B C) 0 r₀) :
    V A B C r - V A B C r₀ = B / (2 * r₀ ^ 6) * ((r₀ / r) ^ 6 - 1) ^ 2
      + C / (3 * r₀ ^ 4) * (((r₀ / r) ^ 4 - 1) ^ 2 * ((r₀ / r) ^ 4 + 2)) := by
  have hz := (critical_iff A B C hr₀).1 h
  -- eliminate A by the stationarity condition
  have hA : A = (4 * C * r₀ ^ 8 + 6 * B * r₀ ^ 6) / 12 := by
    unfold slopePoly at hz
    linarith
  unfold V
  rw [hA]
  field_simp
  ring

/-- The energy at a critical point `r₀` is `-B/(2r₀⁶) - 2C/(3r₀⁴)`. -/
theorem V_critical {A B C r₀ : ℝ} (hr₀ : r₀ ≠ 0) (h : HasDerivAt (V A B C) 0 r₀) :
    V A B C r₀ = -(B / (2 * r₀ ^ 6)) - 2 * C / (3 * r₀ ^ 4) := by
  have hz := (critical_iff A B C hr₀).1 h
  have hA : A = (4 * C * r₀ ^ 8 + 6 * B * r₀ ^ 6) / 12 := by
    unfold slopePoly at hz
    linarith
  unfold V
  rw [hA]
  field_simp
  ring
```

Q: Read me the main statement.

A: For A, B, C > 0 there is r₀ with 0 < r₀ < R such that a positive r is critical exactly when r = r₀, every other positive r has V(r₀) < V(r), and V(r₀) < 0. Uniqueness is injectivity of the increasing g. For the minimum, `hx` shows x⁶ ≠ 1 when r ≠ r₀, so the B term is positive and the C term nonnegative. The negative sign comes from `V_critical`.

```lean
/-- For `A, B, C > 0` the 12-6-4 potential has exactly one critical point on `r > 0`; it lies
strictly below the 12-6 distance, is the strict global minimum, and has negative energy. -/
theorem unique_minimum {A B C : ℝ} (hA : 0 < A) (hB : 0 < B) (hC : 0 < C) :
    ∃ r₀, 0 < r₀ ∧ r₀ < rLJ A B ∧
      (∀ r, 0 < r → (HasDerivAt (V A B C) 0 r ↔ r = r₀)) ∧
      (∀ r, 0 < r → r ≠ r₀ → V A B C r₀ < V A B C r) ∧ V A B C r₀ < 0 := by
  obtain ⟨r₀, ⟨h0, hlt⟩, hz⟩ := exists_root hA hB hC
  have hcrit := (critical_iff A B C h0.ne').2 hz
  refine ⟨r₀, h0, hlt, ?_, ?_, ?_⟩
  · -- uniqueness from strict monotonicity of the slope polynomial
    intro r hr
    rw [critical_iff A B C hr.ne']
    constructor
    · intro h
      exact (slopePoly_strictMonoOn A hB hC.le).injOn (mem_Ici.2 hr.le) (mem_Ici.2 h0.le)
        (h.trans hz.symm)
    · intro h
      rw [h, hz]
  · -- the excess energy is a sum of a positive and a nonnegative term
    intro r hr hne
    have hx : (r₀ / r) ^ 6 - 1 ≠ 0 := by
      intro h
      have h1 : r₀ / r = 1 :=
        (pow_eq_one_iff_of_nonneg (div_pos h0 hr).le (by norm_num)).1 (sub_eq_zero.1 h)
      exact hne ((div_eq_one_iff_eq hr.ne').1 h1).symm
    have h1 : 0 < B / (2 * r₀ ^ 6) * ((r₀ / r) ^ 6 - 1) ^ 2 :=
      mul_pos (by positivity) (lt_of_le_of_ne (sq_nonneg _) (pow_ne_zero 2 hx).symm)
    have h2 : 0 ≤ C / (3 * r₀ ^ 4) * (((r₀ / r) ^ 4 - 1) ^ 2 * ((r₀ / r) ^ 4 + 2)) :=
      mul_nonneg (by positivity) (mul_nonneg (sq_nonneg _) (by positivity))
    have h3 := V_sub_critical h0.ne' hr.ne' hcrit
    linarith
  · have h1 : 0 < B / (2 * r₀ ^ 6) := by positivity
    have h2 : 0 < 2 * C / (3 * r₀ ^ 4) := by positivity
    have h3 := V_critical h0.ne' hcrit
    linarith
```

Q: Are the sign conditions needed?

A: Small cases, worked here by arithmetic and not stated in Lean, show what breaks. With C = 0 the root is R itself and the strict inequality fails. A negative C is a repulsive r⁻⁴ term, which the induced-dipole picture with α > 0 does not produce. It can break both uniqueness and the bound r₀ < R. With A = 1, B = 4, C = −3, g(r) = 12r⁶(2 − r²) − 12 vanishes at r = 1, is positive at r² = 3/2 and negative at r² = 2. There is a second critical point, and r = 1 lies beyond R = 2^(−1/6). With A = 0 and B, C > 0, g is positive for r > 0 and no critical point exists. The condition B > 0 plays a different role. For B ≤ 0 and A, C > 0, g(r) = r⁶(4Cr² + 6B) − 12A is negative while 4Cr² + 6B ≤ 0 and increases without bound afterwards, so the single well survives. What is lost is R: the 12-6 potential then has no critical point to compare with.

Q: Does stronger polarisation keep shortening the distance?

A: Let 0 ≤ C₁ < C₂ at fixed A and B > 0, with polynomials g₁, g₂ and positive critical points r₁, r₂, which this theorem takes as given. Then g₂(r₁) = g₁(r₁) + 4(C₂ − C₁) r₁⁸ > 0, because g₁(r₁) = 0. If r₁ ≤ r₂, monotonicity would give g₂(r₁) ≤ g₂(r₂) = 0, a contradiction, so r₂ < r₁.

```lean
/-- At fixed `A` and `B > 0`, a larger coefficient `C ≥ 0` of the `r⁻⁴` attraction gives a
strictly smaller critical distance. -/
theorem critical_lt_of_lt {A B C₁ C₂ r₁ r₂ : ℝ} (hB : 0 < B) (hC₁ : 0 ≤ C₁) (hC : C₁ < C₂)
    (hr₁ : 0 < r₁) (hr₂ : 0 < r₂) (h₁ : HasDerivAt (V A B C₁) 0 r₁)
    (h₂ : HasDerivAt (V A B C₂) 0 r₂) : r₂ < r₁ := by
  have z₁ := (critical_iff A B C₁ hr₁.ne').1 h₁
  have z₂ := (critical_iff A B C₂ hr₂.ne').1 h₂
  by_contra hcon
  have hle : r₁ ≤ r₂ := not_lt.1 hcon
  have hm : slopePoly A B C₂ r₁ ≤ slopePoly A B C₂ r₂ :=
    (slopePoly_strictMonoOn A hB (hC₁.trans hC.le)).monotoneOn (mem_Ici.2 hr₁.le)
      (mem_Ici.2 hr₂.le) hle
  -- raising C raises the slope polynomial at r₁ above zero
  have hp : 0 < (C₂ - C₁) * r₁ ^ 8 := mul_pos (sub_pos.2 hC) (pow_pos hr₁ 8)
  rw [z₂] at hm
  unfold slopePoly at hm z₁
  nlinarith

end

end IonPairPotential
```

```lean
#print axioms IonPairPotential.unique_minimum
#print axioms IonPairPotential.critical_lt_of_lt
```

```
'IonPairPotential.unique_minimum' depends on axioms: [propext, Classical.choice, Quot.sound]
'IonPairPotential.critical_lt_of_lt' depends on axioms: [propext, Classical.choice, Quot.sound]
```

Q: What does this tell someone who simulates ions?

A: For one isolated, spherically symmetric pair with constant coefficients, adding an r⁻⁴ attraction at unchanged A and B moves the minimum below (2A/B)^(1/6), so that value is no longer the equilibrium separation. A Coulomb 1/r term, orientation dependence, many-body polarisation and zero-point motion are absent from the model, and distances in solution do not follow from it.
